# Closed loops with an odd number of density vertices change sign when all frequencies are reversed, if the Hamiltonian couples only opposite sublattices

## Electrons hopping between two sublattices

Take non-interacting electrons on a half-filled bipartite lattice, where every hop leads from one sublattice to the other and the on-site energies, measured from the chemical potential, vanish. Perturbation theory in a density-density interaction then produces closed electron loops: Green's functions joined in a ring, with a density operator at each joint. The ring diagrams of the random-phase approximation use loops with two density vertices, and diagrams beyond it also contain loops with three. Which of these loops can cancel by symmetry alone when the frequencies are summed?

## The loop and its parity

Let $h$ be the one-electron Hamiltonian matrix in the site basis, and let $G(z)=(z-h)^{-1}$ be its Green's function at a complex frequency $z$ that is not an eigenvalue of $h$. Give each site $i$ a sign $s_i=+1$ or $-1$ according to its sublattice, and let $C$ be the diagonal matrix of these signs. The bipartite structure is the relation $ChC=-h$.

For diagonal matrices $v_0,\dots,v_{n-1}$, the density vertices, define

$$L(z_0,\dots,z_{n-1})=\mathrm{Tr}\,\bigl(v_0G(z_0)\,v_1G(z_1)\cdots v_{n-1}G(z_{n-1})\bigr).$$

The result is

$$L(-z_0,\dots,-z_{n-1})=(-1)^n\,L(z_0,\dots,z_{n-1}).$$

For odd $n$, the sum of $W(z)\,L(z)$ over a finite set $S$ of frequency tuples $z=(z_0,\dots,z_{n-1})$ therefore vanishes, provided that $S$ is closed under $z\to-z$ and the weight $W$ is even on it.

## Derivation

**The sign relation.** The matrix elements are $(ChC)_{ij}=s_ih_{ij}s_j$. If $i$ and $j$ lie on the same sublattice, this is $h_{ij}$, and it equals $-h_{ij}$ only if $h_{ij}=0$. If they lie on different sublattices, it is $-h_{ij}$ automatically. So $ChC=-h$ says exactly that $h$ has no matrix element within a sublattice, including the diagonal.

**Reversing one frequency.** Since $C^2=1$, multiplying $ChC=-h$ by $C$ from the left gives $hC=-Ch$. Hence

$$(-z-h)\bigl(-CG(z)C\bigr)=zCG(z)C+hCG(z)C=C(z-h)G(z)C=C^2=1.$$

Inverses are unique, so $G(-z)=-CG(z)C$.

**Reversing the whole loop.** Diagonal matrices commute, so $v_kC=Cv_k$ and

$$v_kG(-z_k)=-C\,v_kG(z_k)\,C.$$

In the product of $n$ such factors, each inner pair $CC$ equals $1$. What remains is $(-1)^n$ times the original product with one $C$ on either side. The cyclic property of the trace brings these two together, and they cancel.

**Summing.** Relabelling $z\to-z$ gives, for odd $n$,

$$\sum_{z\in S}W(z)L(z)=\sum_{z\in S}W(-z)L(-z)=-\sum_{z\in S}W(z)L(z),$$

so the sum is zero.

**Imaginary frequencies.** For Hermitian $h$, no nonzero $i\omega$ with real $\omega$ is an eigenvalue. Suppose $hx=i\omega x$. Then $x^\dagger hx=i\omega\,x^\dagger x$, while the adjoint equation $x^\dagger h=-i\omega\,x^\dagger$ gives $x^\dagger hx=-i\omega\,x^\dagger x$. Hence $2i\omega\,x^\dagger x=0$ and $x=0$. Fermionic Matsubara frequencies are never zero, so the Green's function exists at all of them.

## One vertex, two vertices, and two failures

The smallest lattice with a hop is the dimer, with hopping amplitude $t$ and

$$G(z)=\frac{1}{z^2-t^2}\begin{pmatrix}z&t\\t&z\end{pmatrix}.$$

One density vertex on the first site gives $L(z)=z/(z^2-t^2)$, which is odd. This does not contradict a nonzero electron density, because the convergence factor in the Matsubara formula for the density is not an even weight.

Two vertices on the first site give $z^2/(z^2-t^2)^2$ when both frequencies are equal. At $t=1$ this is $-1/4$ for $z=i$ and again for $z=-i$, with total $-1/2$. Even loops need not cancel.

The parity can fail if no condition relates $h$ to $C$. A single site with energy $\varepsilon\neq0$ and $v_0=1$ has $L(z)=1/(z-\varepsilon)$, so $L(z)+L(-z)=2\varepsilon/(z^2-\varepsilon^2)\neq0$. It can also fail when the vertices are not diagonal: on the dimer with $t\ne0$, the off-diagonal vertex with both entries $1$ gives $2t/(z^2-t^2)$, which is even in $z$.

## The statement in Lean

The sites form a finite type `m`, and a colouring `c : m → Bool` assigns the sublattices. `signMatrix c` is $C$. Vertices are given by their diagonals, `v k : m → ℂ`, with `k` running from $0$ to $n-1$ as above.

`IsGreen h z G` means $(z-h)G=1$. For square matrices this makes $G$ the two-sided inverse, so assuming it is how the file says that $z$ lies outside the spectrum. `loop v G` is the trace of the ordered product.

`loop_parity` assumes $ChC=-h$ and Green's functions `G k` at `z k` and `G' k` at `-z k`. It does not assume that $h$ is Hermitian. In `odd_loop_sum_eq_zero`, `S` is a finite set of frequency tuples, and the Green's functions need to exist only at the frequencies that occur in it.

All frequencies in a tuple are reversed together. If the frequencies transferred at the vertices are held fixed and nonzero, the set is generally not closed under reversal, and the vanishing theorem does not apply. If they are all zero, every $z_k$ equals the same $i\omega$. For this finite, non-interacting model, the three-vertex loops in the quadratic response of site densities to static on-site potentials then cancel over any symmetric finite set of Matsubara frequencies. Infinite frequency sums would need a separate limit.

## The complete file

```lean
import Mathlib

open Matrix
open scoped ComplexOrder

namespace BipartiteOddLoops

noncomputable section

variable {m : Type*} [Fintype m] [DecidableEq m]

/-- The sign carried by a sublattice: `+1` on one, `-1` on the other. -/
def sign (b : Bool) : ℂ := if b then 1 else -1

/-- The diagonal sign matrix `C` of a two-colouring `c` of the lattice sites. -/
def signMatrix (c : m → Bool) : Matrix m m ℂ := diagonal fun i => sign (c i)

/-- `G` is the Green's function of `h` at the complex frequency `z`: `(z - h) G = 1`. -/
def IsGreen (h : Matrix m m ℂ) (z : ℂ) (G : Matrix m m ℂ) : Prop :=
  (z • (1 : Matrix m m ℂ) - h) * G = 1

/-- The closed loop `Tr(v₀ G₀ ⋯ vₙ₋₁ Gₙ₋₁)` with diagonal (density) vertices `v k`. -/
def loop {n : ℕ} (v : Fin n → m → ℂ) (G : Fin n → Matrix m m ℂ) : ℂ :=
  trace (List.ofFn fun k => diagonal (v k) * G k).prod

lemma sign_mul_self (b : Bool) : sign b * sign b = 1 := by
  cases b <;> simp [sign]

lemma signMatrix_mul_self (c : m → Bool) : signMatrix c * signMatrix c = 1 := by
  simp only [signMatrix, diagonal_mul_diagonal, sign_mul_self, diagonal_one]

/-- The relation `C h C = -h` holds exactly when `h` has no matrix element between
sites of the same sublattice, on-site terms included. -/
theorem anticommutes_iff_bipartite (c : m → Bool) (h : Matrix m m ℂ) :
    signMatrix c * h * signMatrix c = -h ↔ ∀ i j, c i = c j → h i j = 0 := by
  have entry : ∀ i j, (signMatrix c * h * signMatrix c) i j
      = sign (c i) * h i j * sign (c j) := by
    intro i j
    rw [signMatrix, mul_diagonal, diagonal_mul]
  constructor
  · intro H i j hij
    have e := congrFun (congrFun H i) j
    rw [entry, hij, neg_apply] at e
    linear_combination (1 / 2) * e - (1 / 2) * h i j * sign_mul_self (c j)
  · intro H
    ext i j
    rw [entry, neg_apply]
    by_cases hij : c i = c j
    · rw [H i j hij]
      simp
    · have hs : sign (c i) * sign (c j) = -1 := by
        revert hij
        cases c i <;> cases c j <;> simp [sign]
      linear_combination h i j * hs

/-- For Hermitian `h` and nonzero real `ω`, the matrix `(iω - h)⁻¹` is the Green's function of `h`
at the imaginary frequency `iω`. -/
theorem isGreen_imaginary {h : Matrix m m ℂ} (hh : h.IsHermitian) {ω : ℝ} (hω : ω ≠ 0) :
    IsGreen h (Complex.I * ω) ((Complex.I * ω) • (1 : Matrix m m ℂ) - h)⁻¹ := by
  apply mul_nonsing_inv
  rw [isUnit_iff_ne_zero]
  intro hdet
  obtain ⟨x, hx, hker⟩ := exists_mulVec_eq_zero_iff.mpr hdet
  have hev : h *ᵥ x = (Complex.I * ω) • x := by
    rw [sub_mulVec, smul_mulVec, one_mulVec] at hker
    exact (sub_eq_zero.mp hker).symm
  -- the adjoint eigenvalue equation
  have hadj : star x ᵥ* h = star (Complex.I * (ω : ℂ)) • star x := by
    have e := congrArg star hev
    rwa [star_mulVec, hh.eq, star_smul] at e
  -- x†hx would equal both iω x†x and -iω x†x
  have e := dotProduct_mulVec (star x) h x
  rw [hev, hadj, dotProduct_smul, smul_dotProduct, smul_eq_mul, smul_eq_mul] at e
  have hstar : star (Complex.I * (ω : ℂ)) = -(Complex.I * ω) := by
    simp
  rw [hstar] at e
  have hz : (Complex.I * (ω : ℂ)) * (star x ⬝ᵥ x) = 0 := by
    linear_combination (1 / 2) * e
  have hne : Complex.I * (ω : ℂ) ≠ 0 :=
    mul_ne_zero Complex.I_ne_zero (Complex.ofReal_ne_zero.mpr hω)
  exact hx (dotProduct_star_self_eq_zero.mp ((mul_eq_zero.mp hz).resolve_left hne))

/-- If `C h C = -h` and `G` is the Green's function at `z`, then `-C G C` is a Green's
function at `-z`. -/
theorem isGreen_neg {c : m → Bool} {h G : Matrix m m ℂ} {z : ℂ}
    (hc : signMatrix c * h * signMatrix c = -h) (hG : IsGreen h z G) :
    IsGreen h (-z) (-(signMatrix c * G * signMatrix c)) := by
  have hCC := signMatrix_mul_self c
  unfold IsGreen at hG ⊢
  generalize signMatrix c = C at *
  have anti : h * C + C * h = 0 := by
    have e : h * C = C * (C * h * C) := by
      rw [← mul_assoc, ← mul_assoc, hCC, one_mul]
    rw [e, hc, mul_neg, neg_add_cancel]
  -- move C through the resolvent equation
  have key : ((-z) • (1 : Matrix m m ℂ) - h) * -(C * G * C)
      = C * ((z • (1 : Matrix m m ℂ) - h) * G) * C + (h * C + C * h) * G * C := by
    simp only [sub_mul, mul_sub, add_mul, smul_mul_assoc, mul_smul_comm, one_mul,
      mul_neg, neg_smul, neg_mul, mul_assoc]
    abel
  rw [key, hG, anti, mul_one, hCC, zero_mul, zero_mul, add_zero]

/-- Conjugating every Green's function by `C` with a minus sign conjugates the whole
string of `n` vertices and Green's functions by `C` and multiplies it by `(-1)ⁿ`. -/
theorem string_conj (c : m → Bool) {n : ℕ} (v : Fin n → m → ℂ)
    (G : Fin n → Matrix m m ℂ) :
    (List.ofFn fun k => diagonal (v k) * -(signMatrix c * G k * signMatrix c)).prod
      = (-1 : ℂ) ^ n • (signMatrix c * (List.ofFn fun k => diagonal (v k) * G k).prod
          * signMatrix c) := by
  have hCC := signMatrix_mul_self c
  induction n with
  | zero => simp [hCC]
  | succ n ih =>
    simp only [List.ofFn_succ, List.prod_cons, ih]
    generalize (List.ofFn fun k : Fin n => diagonal (v k.succ) * G k.succ).prod = P
    -- density vertices commute with C
    have hD : diagonal (v 0) * signMatrix c = signMatrix c * diagonal (v 0) := by
      simp only [signMatrix, diagonal_mul_diagonal, mul_comm]
    generalize diagonal (v 0) = D at *
    generalize signMatrix c = C at *
    have e : D * (C * G 0 * C) * (C * P * C) = C * (D * G 0 * P) * C := by
      calc D * (C * G 0 * C) * (C * P * C)
          = (D * C) * G 0 * (C * C) * P * C := by simp only [mul_assoc]
        _ = C * (D * G 0 * P) * C := by
          rw [hD, hCC, mul_one]
          simp only [mul_assoc]
    rw [mul_neg, neg_mul, mul_smul_comm, e, pow_succ, mul_neg_one, neg_smul]

/-- Let `C h C = -h`, and let `G k` and `G' k` be the Green's functions at `z k` and
`-z k`. Reversing all frequencies multiplies a loop with `n` density vertices by `(-1)ⁿ`. -/
theorem loop_parity {c : m → Bool} {h : Matrix m m ℂ}
    (hc : signMatrix c * h * signMatrix c = -h) {n : ℕ} (v : Fin n → m → ℂ)
    {z : Fin n → ℂ} {G G' : Fin n → Matrix m m ℂ}
    (hG : ∀ k, IsGreen h (z k) (G k)) (hG' : ∀ k, IsGreen h (-z k) (G' k)) :
    loop v G' = (-1) ^ n * loop v G := by
  -- inverses are unique, so G(-z) = -C G(z) C
  have e : G' = fun k => -(signMatrix c * G k * signMatrix c) := by
    funext k
    exact left_inv_eq_right_inv (mul_eq_one_comm.mp (hG' k)) (isGreen_neg hc (hG k))
  rw [e, loop, string_conj, trace_smul, trace_mul_comm, ← mul_assoc,
    signMatrix_mul_self, one_mul, smul_eq_mul, loop]

/-- Let `C h C = -h`, and let `S` be a finite set of frequency tuples, closed under
reversal of all frequencies, on which the Green's functions exist and the weight `W` is
even. Then the weighted sum of loops with an odd number of density vertices vanishes. -/
theorem odd_loop_sum_eq_zero {c : m → Bool} {h : Matrix m m ℂ}
    (hc : signMatrix c * h * signMatrix c = -h) {n : ℕ} (hn : Odd n)
    (v : Fin n → m → ℂ) (G : ℂ → Matrix m m ℂ) (S : Finset (Fin n → ℂ))
    (hS : ∀ z ∈ S, -z ∈ S) (hG : ∀ z ∈ S, ∀ k, IsGreen h (z k) (G (z k)))
    (W : (Fin n → ℂ) → ℂ) (hW : ∀ z ∈ S, W (-z) = W z) :
    ∑ z ∈ S, W z * loop v (fun k => G (z k)) = 0 := by
  -- relabel z as -z: the sum equals its own negative
  have key : ∑ z ∈ S, W z * loop v (fun k => G (z k))
      = ∑ z ∈ S, -(W z * loop v (fun k => G (z k))) := by
    refine Finset.sum_nbij' (fun z => -z) (fun z => -z) hS hS
      (fun z _ => neg_neg z) (fun z _ => neg_neg z) ?_
    intro z hz
    have p : loop v (fun k => G ((-z) k)) = (-1) ^ n * loop v (fun k => G (z k)) :=
      loop_parity hc v (hG z hz) (hG (-z) (hS z hz))
    rw [hW z hz, p, hn.neg_one_pow]
    ring
  rw [Finset.sum_neg_distrib] at key
  linear_combination (1 / 2) * key

/-- The two-site Hamiltonian with real hopping amplitude `t`. -/
def dimer (t : ℝ) : Matrix (Fin 2) (Fin 2) ℂ := !![0, (t : ℂ); (t : ℂ), 0]

/-- The closed form of the dimer Green's function, for `z² ≠ t²`. -/
def dimerGreen (t : ℝ) (z : ℂ) : Matrix (Fin 2) (Fin 2) ℂ :=
  (z ^ 2 - (t : ℂ) ^ 2)⁻¹ • !![z, (t : ℂ); (t : ℂ), z]

/-- The dimer is Hermitian and obeys `C h C = -h` with opposite signs on its two sites;
for `z² ≠ t²` its Green's function is `dimerGreen t z`. -/
theorem dimer_witness (t : ℝ) {z : ℂ} (hz : z ^ 2 ≠ (t : ℂ) ^ 2) :
    (dimer t).IsHermitian ∧
      signMatrix ![true, false] * dimer t * signMatrix ![true, false] = -dimer t ∧
      IsGreen (dimer t) z (dimerGreen t z) := by
  refine ⟨?_, ?_, ?_⟩
  · ext i j
    fin_cases i <;> fin_cases j <;> simp [dimer]
  · rw [anticommutes_iff_bipartite]
    intro i j
    fin_cases i <;> fin_cases j <;> simp [dimer]
  · have e : (z • (1 : Matrix (Fin 2) (Fin 2) ℂ) - dimer t) * !![z, (t : ℂ); (t : ℂ), z]
        = (z ^ 2 - (t : ℂ) ^ 2) • (1 : Matrix (Fin 2) (Fin 2) ℂ) := by
      ext i j
      fin_cases i <;> fin_cases j <;>
        simp [dimer, Matrix.mul_apply, Fin.sum_univ_two] <;> ring
    rw [IsGreen, dimerGreen, mul_smul_comm, e, smul_smul,
      inv_mul_cancel₀ (sub_ne_zero.mpr hz), one_smul]

/-- Even loops need not cancel: for the dimer with `t = 1` and both density vertices on
the first site, the two-vertex loops at frequencies `i` and `-i` add up to `-1/2`. -/
theorem even_loop_survives :
    loop (fun _ : Fin 2 => ![1, 0]) (fun _ => dimerGreen 1 Complex.I)
      + loop (fun _ : Fin 2 => ![1, 0]) (fun _ => dimerGreen 1 (-Complex.I)) = -1 / 2 := by
  have key : ∀ z : ℂ, loop (fun _ : Fin 2 => ![1, 0]) (fun _ => dimerGreen 1 z)
      = ((z ^ 2 - 1) ⁻¹ * z) ^ 2 := by
    intro z
    simp [loop, List.ofFn_succ, dimerGreen, Matrix.trace_fin_two, Matrix.mul_apply,
      Fin.sum_univ_two, Matrix.diagonal_apply, pow_two]
  simp only [key, mul_pow, neg_sq, Complex.I_sq]
  norm_num

end

end BipartiteOddLoops
```

```lean
#print axioms BipartiteOddLoops.isGreen_imaginary
-- 'BipartiteOddLoops.isGreen_imaginary' depends on axioms: [propext, Classical.choice, Quot.sound]
#print axioms BipartiteOddLoops.odd_loop_sum_eq_zero
-- 'BipartiteOddLoops.odd_loop_sum_eq_zero' depends on axioms: [propext, Classical.choice, Quot.sound]
#print axioms BipartiteOddLoops.even_loop_survives
-- 'BipartiteOddLoops.even_loop_survives' depends on axioms: [propext, Classical.choice, Quot.sound]
```

## From the sign matrix to the vanishing sum

`sign_mul_self` and `signMatrix_mul_self` establish $C^2=1$. `anticommutes_iff_bipartite` first computes the entries $s_ih_{ij}s_j$ and then treats equal and different colours separately, as in the derivation.

`isGreen_imaginary` argues by contradiction. A vanishing determinant yields a nonzero vector `x` in the kernel of $i\omega-h$; `hev` and `hadj` are the eigenvalue equation and its adjoint. Comparing the two values of $x^\dagger hx$ forces $x^\dagger x=0$, hence $x=0$.

In `isGreen_neg`, the step `anti` is the anticommutation $hC+Ch=0$. The identity `key` holds for any matrices:

$$(-z-h)(-CGC)=C(z-h)GC+(hC+Ch)GC.$$

Its last term vanishes by `anti`, and the first becomes $C^2=1$ by the equation for $G$.

`string_conj` carries $C$ through the loop by induction on $n$. For $n=0$ the product is empty and the claim reduces to $1=C^2$. In the induction step, `hD` moves $C$ past the first vertex, `hCC` removes the inner pair $CC$, and the new factor supplies one more minus sign.

`loop_parity` identifies `G' k` with $-CG_kC$ through `left_inv_eq_right_inv`, the uniqueness of inverses. It then applies `string_conj` and uses `trace_mul_comm` to bring the outer two $C$'s together.

`odd_loop_sum_eq_zero` performs the relabelling with `Finset.sum_nbij'`, where negation serves as the map in both directions. The result `key` equates the sum with its own negative, and the last line concludes that it is zero.

For the dimer, `dimer_witness` confirms Hermiticity, the sign relation and the closed form of $G(z)$ for $z^2\neq t^2$. `even_loop_survives` reduces the two-vertex loop to $\bigl(z/(z^2-1)\bigr)^2$ and evaluates it at $z=\pm i$.
